# Schwarz screening of two-electron integrals for a positive semidefinite kernel on a finite grid

Electron repulsion is represented here by a real matrix $v$ on a finite grid $G$, and its positivity is assumed, not derived from the Coulomb law. The basis functions $\varphi_p$ are real functions on $G$, with $p$ in an index set `ι`. They need not be orthogonal or normalised. Quadrature weights are absorbed into $v$.

```lean
import Mathlib

open Matrix

namespace SchwarzScreening

noncomputable section

variable {G ι : Type*} [Fintype G]
```

Two densities $f$ and $h$ on the grid interact through

$$I(f,h)=\sum_{x,y} f(x)\,v(x,y)\,h(y).$$

```lean
/-- The interaction of two real densities on the grid through the kernel `v`. -/
def interaction (v : Matrix G G ℝ) (f h : G → ℝ) : ℝ :=
  ∑ x, ∑ y, f x * v x y * h y
```

The kernel is required to be symmetric and to satisfy $I(f,f)\ge 0$ for every real $f$. Physically, no charge distribution has negative electrostatic self-energy. The continuous Coulomb interaction has this property, but a discretisation of it must be checked, since the value at $x=y$ has to be chosen. The condition covers densities that change sign, as products of two different orbitals often do, so nonnegative matrix entries are not enough.

```lean
/-- A symmetric kernel for which every density has nonnegative self-interaction. -/
structure IsPositiveKernel (v : Matrix G G ℝ) : Prop where
  symm : ∀ x y, v x y = v y x
  nonneg : ∀ f : G → ℝ, 0 ≤ interaction v f f
```

The pair density is $\rho_{pq}(x)=\varphi_p(x)\varphi_q(x)$.

```lean
/-- The pair density of basis functions `p` and `q`: their pointwise product. -/
def pairDensity (φ : ι → G → ℝ) (p q : ι) : G → ℝ :=
  fun x => φ p x * φ q x
```

The two-electron integral is $(pq|rs)=I(\rho_{pq},\rho_{rs})$, written `eri v φ p q r s`. This is the chemists' ordering: $p,q$ belong to the first electron and $r,s$ to the second. An integral of the form $(pq|pq)$ is called diagonal.

```lean
/-- The two-electron integral `(pq|rs)` on the grid. -/
def eri (v : Matrix G G ℝ) (φ : ι → G → ℝ) (p q r s : ι) : ℝ :=
  interaction v (pairDensity φ p q) (pairDensity φ r s)
```

## (a) Exchanging the two densities

**Task.** Show that for a symmetric kernel

$$I(f,h)=I(h,f).$$

**Solution.** Exchange the order of summation, rename the variables, and use $v(y,x)=v(x,y)$:

$$\sum_{x,y} f(x)v(x,y)h(y)=\sum_{x,y} f(y)v(y,x)h(x)=\sum_{x,y} h(x)v(x,y)f(y).$$

In Lean, `Finset.sum_comm` exchanges the sums and `hv b a` supplies the symmetry. Positivity is not used.

```lean
/-- For a symmetric kernel the two densities may be exchanged. -/
theorem interaction_comm {v : Matrix G G ℝ} (hv : ∀ x y, v x y = v y x)
    (f h : G → ℝ) : interaction v f h = interaction v h f := by
  unfold interaction
  rw [Finset.sum_comm]
  refine Finset.sum_congr rfl fun a _ => Finset.sum_congr rfl fun b _ => ?_
  rw [hv b a]
  ring
```

## (b) Self-interaction of a combined density

**Task.** For real $t$, and without assuming symmetry, show that

$$I(tf+h,\,tf+h)=t^2I(f,f)+t\,I(f,h)+t\,I(h,f)+I(h,h).$$

**Solution.** Each term of the double sum is

$$\bigl(tf(x)+h(x)\bigr)\,v(x,y)\,\bigl(tf(y)+h(y)\bigr).$$

Multiplying out gives four products, and summing each over $x$ and $y$ gives the four interactions. The Lean proof collects both sides into one double sum and compares them term by term with `ring`.

```lean
/-- The self-interaction of the density `t f + h`, expanded in powers of `t`. -/
theorem interaction_expand (v : Matrix G G ℝ) (f h : G → ℝ) (t : ℝ) :
    interaction v (t • f + h) (t • f + h) =
      t * t * interaction v f f + t * interaction v f h
        + t * interaction v h f + interaction v h h := by
  unfold interaction
  simp only [Pi.add_apply, Pi.smul_apply, smul_eq_mul, Finset.mul_sum,
    ← Finset.sum_add_distrib]
  refine Finset.sum_congr rfl fun x _ => Finset.sum_congr rfl fun y _ => ?_
  ring
```

## (c) The inequality for arbitrary densities

**Task.** For a symmetric positive semidefinite kernel, show that

$$I(f,h)^2\le I(f,f)\,I(h,h).$$

**Solution.** Write $a=I(f,f)$, $b=I(f,h)$ and $c=I(h,h)$. By (a) and (b), positivity applied to $tf+h$ gives

$$at^2+2bt+c\ge 0\quad\text{for all real } t.$$

If $a>0$, put $t=-b/a$ to obtain $c-b^2/a\ge 0$, hence $b^2\le ac$. If $a=0$, the expression $2bt+c$ can stay nonnegative for all $t$ only when $b=0$, and the inequality holds again.

The polynomial inequality is `key` in the Lean proof. The lemma `discrim_le_zero` covers both cases and yields $(2b)^2-4ac\le 0$; `nlinarith` removes the factor 4.

```lean
/-- The Schwarz inequality for the interaction of two arbitrary densities through a symmetric
positive semidefinite kernel. -/
theorem interaction_sq_le {v : Matrix G G ℝ} (hv : IsPositiveKernel v)
    (f h : G → ℝ) :
    interaction v f h ^ 2 ≤ interaction v f f * interaction v h h := by
  -- a quadratic polynomial that is never negative has discriminant at most zero
  have key : ∀ t : ℝ, 0 ≤ interaction v f f * (t * t)
      + (2 * interaction v f h) * t + interaction v h h := by
    intro t
    have h1 := hv.nonneg (t • f + h)
    rw [interaction_expand, interaction_comm hv.symm h f] at h1
    linarith
  have hd := discrim_le_zero key
  unfold discrim at hd
  nlinarith
```

## (d) The inequality for two-electron integrals

**Task.** Under the same conditions on $v$, show for all $p,q,r,s$ that

$$(pq|pq)\ge 0,\qquad (pq|rs)^2\le (pq|pq)\,(rs|rs).$$

**Solution.** The first statement is positivity for the density $\rho_{pq}$. The second is (c) with $f=\rho_{pq}$ and $h=\rho_{rs}$. The Lean proof is this pair of substitutions. The index set may be infinite here; only the grid has to be finite.

```lean
/-- For a symmetric positive semidefinite kernel, diagonal integrals `(pq|pq)` are nonnegative, and
`(pq|rs)² ≤ (pq|pq) (rs|rs)` for all indices. -/
theorem eri_schwarz {v : Matrix G G ℝ} (hv : IsPositiveKernel v)
    (φ : ι → G → ℝ) (p q r s : ι) :
    0 ≤ eri v φ p q p q ∧
      eri v φ p q r s ^ 2 ≤ eri v φ p q p q * eri v φ r s r s :=
  ⟨hv.nonneg _, interaction_sq_le hv _ _⟩
```

## (e) A vanishing diagonal integral

**Task.** Suppose $(pq|pq)=0$. Show that for all $r$ and $s$

$$(pq|rs)=0.$$

**Solution.** By (d), $(pq|rs)^2\le 0\cdot(rs|rs)=0$. A real square is also nonnegative, so it is zero, and so is the integral. In Lean, `le_antisymm` joins the two bounds. The density $\rho_{pq}$ itself need not vanish, because a semidefinite kernel may give a nonzero density zero self-energy.

```lean
/-- For a symmetric positive semidefinite kernel, if the diagonal integral `(pq|pq)` vanishes, then
`(pq|rs)` vanishes for all `r` and `s`. -/
theorem eri_row_eq_zero {v : Matrix G G ℝ} (hv : IsPositiveKernel v)
    (φ : ι → G → ℝ) {p q : ι} (h0 : eri v φ p q p q = 0) (r s : ι) :
    eri v φ p q r s = 0 := by
  have h := (eri_schwarz hv φ p q r s).2
  rw [h0, zero_mul] at h
  exact pow_eq_zero_iff (two_ne_zero) |>.mp (le_antisymm h (sq_nonneg _))
```

## (f) The error of a screened Coulomb matrix

Define the estimate $Q_{pq}Q_{rs}$ with $Q_{pq}=\sqrt{(pq|pq)}$.

```lean
/-- The Schwarz estimate of `(pq|rs)`, computed from diagonal integrals. -/
def estimate (v : Matrix G G ℝ) (φ : ι → G → ℝ) (p q r s : ι) : ℝ :=
  √(eri v φ p q p q) * √(eri v φ r s r s)
```

For a finite basis and a real matrix $D$, the Coulomb matrix element is $J_{pq}=\sum_{r,s}D_{rs}(pq|rs)$. Any occupation factor is contained in $D$.

```lean
/-- The Coulomb matrix element `J_pq` for the density matrix `D`. -/
def coulombMatrix [Fintype ι] (v : Matrix G G ℝ) (φ : ι → G → ℝ)
    (D : Matrix ι ι ℝ) (p q : ι) : ℝ :=
  ∑ r, ∑ s, D r s * eri v φ p q r s
```

The screened element $J^{\tau}_{pq}$ keeps only the terms with $Q_{pq}Q_{rs}>\tau$.

```lean
/-- The Coulomb matrix element built only from integrals whose Schwarz estimate
exceeds the threshold `τ`. -/
def screenedCoulomb [Fintype ι] (v : Matrix G G ℝ) (φ : ι → G → ℝ)
    (D : Matrix ι ι ℝ) (τ : ℝ) (p q : ι) : ℝ :=
  ∑ r, ∑ s, if τ < estimate v φ p q r s then D r s * eri v φ p q r s else 0
```

**Task.** For $\tau\ge 0$ and a kernel as in (c), show that

$$\bigl|J_{pq}-J^{\tau}_{pq}\bigr|\le \tau\sum_{r,s}|D_{rs}|.$$

**Solution.** Taking square roots in (d) gives $|(pq|rs)|\le Q_{pq}Q_{rs}$. Retained terms cancel in the difference, so

$$\bigl|J_{pq}-J^{\tau}_{pq}\bigr|\le\sum_{\text{dropped } r,s}|D_{rs}|\,|(pq|rs)|\le\tau\sum_{\text{dropped } r,s}|D_{rs}|.$$

Since $\tau\ge 0$, extending the last sum to all $r,s$ can only increase it.

In the Lean proof, `bound` is the square-root form, `Finset.abs_sum_le_sum_abs` is the triangle inequality, used once for each sum, and `split_ifs` separates retained from dropped terms.

```lean
/-- For a symmetric positive semidefinite kernel and a threshold `τ ≥ 0`, screening changes each
Coulomb matrix element by at most `τ` times the sum of the absolute density matrix elements. -/
theorem screening_error [Fintype ι] {v : Matrix G G ℝ} (hv : IsPositiveKernel v)
    (φ : ι → G → ℝ) (D : Matrix ι ι ℝ) {τ : ℝ} (hτ : 0 ≤ τ) (p q : ι) :
    |coulombMatrix v φ D p q - screenedCoulomb v φ D τ p q|
      ≤ τ * ∑ r, ∑ s, |D r s| := by
  have bound : ∀ r s, |eri v φ p q r s| ≤ estimate v φ p q r s := by
    intro r s
    have h := eri_schwarz hv φ p q r s
    unfold estimate
    rw [← Real.sqrt_mul h.1]
    exact Real.abs_le_sqrt h.2
  unfold coulombMatrix screenedCoulomb
  simp only [← Finset.sum_sub_distrib]
  refine (Finset.abs_sum_le_sum_abs _ _).trans ?_
  rw [Finset.mul_sum]
  refine Finset.sum_le_sum fun r _ => (Finset.abs_sum_le_sum_abs _ _).trans ?_
  rw [Finset.mul_sum]
  refine Finset.sum_le_sum fun s _ => ?_
  -- retained integrals cancel; a dropped one is bounded by its estimate
  split_ifs with h
  · rw [sub_self, abs_zero]
    exact mul_nonneg hτ (abs_nonneg _)
  · rw [sub_zero, abs_mul, mul_comm |D r s| _]
    exact mul_le_mul_of_nonneg_right ((bound r s).trans (not_lt.mp h)) (abs_nonneg _)
```

In a Hartree–Fock program, the numbers $Q_{pq}$ can be computed once for a given geometry and basis. In the simple scheme modelled here, the loop over integrals tests $Q_{pq}Q_{rs}$ against $\tau$ before evaluating $(pq|rs)$, which saves the cost of every integral that is dropped. For the finite-grid model, the bound controls one Coulomb build with a fixed $D$; it does not address exchange or the accumulation of errors over self-consistent iterations. Because it contains $\sum_{r,s}|D_{rs}|$, the same $\tau$ may guarantee less in a larger system.

## (g) Proportional pair densities

**Task.** Let $\rho_{rs}=c\,\rho_{pq}$ for a real number $c$. Show that

$$(pq|rs)^2=(pq|pq)\,(rs|rs).$$

**Solution.** Let $A=(pq|pq)$. Linearity in each density gives $(pq|rs)=cA$ and $(rs|rs)=c^2A$, so both sides equal $c^2A^2$. The auxiliary facts `h1` and `h2` move $c$ out of the second and the first density. Neither symmetry nor positivity is needed. If the kernel is also symmetric and positive semidefinite, taking square roots gives $|(pq|rs)|=Q_{pq}Q_{rs}$, so the estimate in (f) is attained, for instance when $r=q$ and $s=p$.

```lean
/-- For any kernel, if the pair density of `r` and `s` is a real multiple of that of `p` and `q`,
then `(pq|rs)² = (pq|pq) (rs|rs)`. -/
theorem eri_schwarz_eq (v : Matrix G G ℝ) (φ : ι → G → ℝ) {p q r s : ι} {c : ℝ}
    (h : pairDensity φ r s = c • pairDensity φ p q) :
    eri v φ p q r s ^ 2 = eri v φ p q p q * eri v φ r s r s := by
  have h1 : ∀ f g : G → ℝ, interaction v f (c • g) = c * interaction v f g := by
    intro f g
    unfold interaction
    simp only [Pi.smul_apply, smul_eq_mul, Finset.mul_sum]
    refine Finset.sum_congr rfl fun x _ => Finset.sum_congr rfl fun y _ => ?_
    ring
  have h2 : ∀ f g : G → ℝ, interaction v (c • f) g = c * interaction v f g := by
    intro f g
    unfold interaction
    simp only [Pi.smul_apply, smul_eq_mul, Finset.mul_sum]
    refine Finset.sum_congr rfl fun x _ => Finset.sum_congr rfl fun y _ => ?_
    ring
  unfold eri
  rw [h, h1, h2, h1]
  ring
```

## (h) A kernel that meets the conditions

**Task.** Show that the two-point kernel

$$v=\begin{pmatrix}2&1\\1&2\end{pmatrix}$$

is symmetric and positive semidefinite.

**Solution.** Symmetry is visible. For a density with values $f_0,f_1$,

$$I(f,f)=2f_0^2+2f_0f_1+2f_1^2=f_0^2+f_1^2+(f_0+f_1)^2\ge 0.$$

Lean checks the matrix entries one by one and passes the same three squares to `nlinarith`.

```lean
/-- A two-point kernel with on-site repulsion 2 and inter-site repulsion 1 is
symmetric and positive semidefinite. -/
theorem isPositiveKernel_witness :
    IsPositiveKernel (!![2, 1; 1, 2] : Matrix (Fin 2) (Fin 2) ℝ) := by
  refine ⟨?_, ?_⟩
  · intro x y
    fin_cases x <;> fin_cases y <;> simp
  · intro f
    simp [interaction, Fin.sum_univ_two]
    nlinarith [sq_nonneg (f 0 + f 1), sq_nonneg (f 0), sq_nonneg (f 1)]
```

## (i) Screening fails for an indefinite kernel

**Task.** Take two sites that repel each other but have no on-site repulsion, with one basis function per site:

$$v=\begin{pmatrix}0&1\\1&0\end{pmatrix},\qquad \varphi_0=(1,0),\quad \varphi_1=(0,1).$$

Show that

$$(00|00)=0,\qquad (00|11)=1.$$

**Solution.** Here $\rho_{00}=(1,0)$ and $\rho_{11}=(0,1)$, so the two integrals are the matrix entries $v(0,0)=0$ and $v(0,1)=1$. Lean evaluates the finite sums with `simp`.

The kernel is symmetric, but the density $(1,-1)$ has self-interaction $-2$. Without positivity the conclusion of (e) can fail, as it does here, and a program that trusted the estimate would discard an integral equal to 1.

```lean
/-- For the symmetric kernel with only inter-site interaction and one basis function
per site, `(00|00)` vanishes while `(00|11)` equals 1. -/
theorem indefinite_kernel_counterexample :
    eri !![0, 1; 1, 0] ![![1, 0], ![0, 1]] (0 : Fin 2) 0 0 0 = 0 ∧
      eri !![0, 1; 1, 0] ![![1, 0], ![0, 1]] (0 : Fin 2) 0 1 1 = 1 := by
  constructor <;> simp [eri, interaction, pairDensity, Fin.sum_univ_two]

end

end SchwarzScreening
```

```lean
#print axioms SchwarzScreening.eri_row_eq_zero
#print axioms SchwarzScreening.screening_error
#print axioms SchwarzScreening.eri_schwarz_eq
#print axioms SchwarzScreening.indefinite_kernel_counterexample
```

```
'SchwarzScreening.eri_row_eq_zero' depends on axioms: [propext, Classical.choice, Quot.sound]
'SchwarzScreening.screening_error' depends on axioms: [propext, Classical.choice, Quot.sound]
'SchwarzScreening.eri_schwarz_eq' depends on axioms: [propext, Classical.choice, Quot.sound]
'SchwarzScreening.indefinite_kernel_counterexample' depends on axioms: [propext, Classical.choice, Quot.sound]
```
